# The unfolding weight W_j is the sum of |c_n|² over plane waves with n ≡ j modulo N

Let a state in one dimension have plane-wave coefficients c_n, labelled by integers n, with Σ|c_n|² finite but not necessarily equal to 1. For N ≥ 1 the unfolding weight W_j is defined as the sum of |c_{j+Nm}|² over all integers m; it is the probability of finding n in the class of j modulo N if the state is normalised, and otherwise must be divided by Σ|c_n|² to give that probability. The lemma says that the series over all n, with term |c_n|² when N divides n − j and 0 otherwise, converges to W_j. The attempt uses the injective map m ↦ j + Nm: terms outside its range vanish, so it remains to sum over m, where convergence follows from that of the full series.

An attempt in Lean 4 with a fault in it:

```lean
import Mathlib

open scoped ComplexConjugate Real

namespace HasSumWeight

noncomputable section

/-- The unfolding weight `W_j`: the sum of `|c_n|²` over the plane waves `n = j + N m`, for `N ≥ 1`
and square-summable coefficients. -/
def weight (N : ℕ) (c : ℤ → ℂ) (j : ℕ) : ℝ := ∑' m : ℤ, ‖c (j + N * m)‖ ^ 2

/-- For `N ≥ 1` and square-summable coefficients, `W_j` is the sum of `|c_n|²` over all `n`
congruent to `j` modulo `N`. -/
theorem hasSum_weight {N : ℕ} (hN : 0 < N) {c : ℤ → ℂ}
    (hc : Summable fun n => ‖c n‖ ^ 2) (j : ℕ) :
    HasSum (fun n : ℤ => if (N : ℤ) ∣ n - (j : ℤ) then ‖c n‖ ^ 2 else 0) (weight N c j) := by
  have hN' : (N : ℤ) ≠ 0 := by exact_mod_cast hN.ne'
  have hg : Function.Injective (fun m : ℤ => (j : ℤ) + N * m) := fun a b hab =>
    mul_left_cancel₀ hN' (add_left_cancel hab)
  refine (hg.hasSum_iff ?_).1 ?_
  · intro n hn
    refine if_neg ?_
    rintro ⟨m, hm⟩
    exact hn ⟨m, by simp only; linarith⟩
  · have h := (hc.comp_injective hg).hasSum
    convert h using 1
    funext m
    simp

end

end HasSumWeight
```

Compiling this gives:

```
Main.lean:28:4: error: Tactic `apply` failed: could not unify the conclusion of `@funext`
  ?f = ?g
with the goal
  Real.instAddCommMonoid = Real.instAddCommGroup.toAddCommMonoid

Note: The full type of `@funext` is
  ∀ {α : Sort ?u.82} {β : α → Sort ?u.81} {f g : (x : α) → β x}, (∀ (x : α), f x = g x) → f = g

case e'_3
N : ℕ
hN : 0 < N
c : ℤ → ℂ
hc : Summable fun n => ‖c n‖ ^ 2
j : ℕ
hN' : ↑N ≠ 0
hg : Function.Injective fun m => ↑j + ↑N * m
h : HasSum ((fun n => ‖c n‖ ^ 2) ∘ fun m => ↑j + ↑N * m) (∑' (b : ℤ), ((fun n => ‖c n‖ ^ 2) ∘ fun m => ↑j + ↑N * m) b)
⊢ Real.instAddCommMonoid = Real.instAddCommGroup.toAddCommMonoid
```

Cause. The message says that `funext m` was applied to an equation between two additive structures on the reals, not between two functions. The sum `h` obtained from `hc.comp_injective hg` carries the structure derived from `Real.instAddCommGroup`, while the goal carries `Real.instAddCommMonoid`. `convert h using 1` matched the two `HasSum` statements argument by argument and left the equality of these structures as a goal, which `funext` cannot treat.

The repair states the type of `h` in full, with the summand written out and the value given as `weight N c j`. Lean accepts the old proof term at this type because the two structures agree by definition, as do `weight N c j` and the sum it abbreviates. The equality of summands, for which `funext m` and `simp` were meant, is now stated separately as `e`, so `funext` meets an equation between functions. Rewriting `h` backwards with `e` gives the summand the form the goal requires, and `exact h` closes it without `convert`.

This version goes through:

```diff
@@ -24,8 +24,12 @@
     rintro ⟨m, hm⟩
     exact hn ⟨m, by simp only; linarith⟩
-  · have h := (hc.comp_injective hg).hasSum
-    convert h using 1
-    funext m
-    simp
+  · have h : HasSum (fun m : ℤ => ‖c (j + N * m)‖ ^ 2) (weight N c j) :=
+      (hc.comp_injective hg).hasSum
+    have e : ((fun n : ℤ => if (N : ℤ) ∣ n - (j : ℤ) then ‖c n‖ ^ 2 else 0) ∘
+        fun m : ℤ => (j : ℤ) + N * m) = fun m : ℤ => ‖c (j + N * m)‖ ^ 2 := by
+      funext m
+      simp
+    rw [← e] at h
+    exact h
 
 end
```
